# The site orbital projected onto the filled states of a half-filled uniform infinite chain has infinite quadratic spread

A localisation routine that minimises the quadratic spread needs starting orbitals, and for an insulator a common choice is to project atomic orbitals onto the occupied space and then orthonormalise them. For a uniform non-interacting chain with one orbital per site and a partly filled band, the projected orbital has no finite spread even before any orthonormalisation: the sum over sites grows without limit as more of the chain is included. Any number printed for it reflects the size of the cell or the density of the $k$ mesh.

## The projected orbital and its amplitudes

Take an infinite chain with unit lattice constant and orthonormal site orbitals $|n\rangle$, where $n$ is an integer. The Bloch states with $|k|\le k_F$ are filled, with $0\le k_F\le\pi$; half filling is $k_F=\pi/2$. Let $P$ be the projector onto the filled states. The orbital of site $0$, projected, is $P|0\rangle$, and its amplitude on site $n$ is

$$w_n=\langle n|P|0\rangle=\frac{1}{2\pi}\int_{-k_F}^{k_F}e^{ikn}\,dk=\frac{1}{2\pi}\int_{-k_F}^{k_F}\cos(nk)\,dk ,$$

because the sine part is odd in $k$.

For $k_F<\pi$ this orbital is not normalised. Since $P^2=P$, its squared norm is $\langle 0|P|0\rangle=w_0=k_F/\pi$, which is $1/2$ at half filling. The normalised amplitudes are therefore $w_n\sqrt{\pi/k_F}$, or $\sqrt2\,w_n$ at half filling. For $k_F>0$ this positive factor has no influence on which sums converge, so the unnormalised $w_n$ are used throughout.

```lean
import Mathlib

open Real

namespace MetallicOrbitalSpread

noncomputable section
```

In Lean, $w_n$ is `amplitude kF n`, with the last integral above as its definition. The Hilbert space and the projector are not constructed, so the equality $w_n=\langle n|P|0\rangle$ is not proved in Lean; it rests on the short calculation just given.

```lean
/-- Amplitude on site `n` of the orbital of site `0` projected onto the Bloch states
with `|k| ≤ kF` of an infinite chain with unit lattice constant, for `0 ≤ kF ≤ π`. -/
def amplitude (kF : ℝ) (n : ℤ) : ℝ :=
  (∫ k in (-kF)..kF, Real.cos ((n : ℝ) * k)) / (2 * π)
```

For $n\neq0$ the integral is elementary:

$$\int_{-k_F}^{k_F}\cos(nk)\,dk=\frac{\sin(nk_F)-\sin(-nk_F)}{n}=\frac{2\sin(nk_F)}{n},\qquad w_n=\frac{\sin(nk_F)}{\pi n}.$$

At half filling this is $\sin(\pi n/2)/(\pi n)$. The Lean proof substitutes $u=nk$ with `integral_comp_mul_left`, integrates the cosine, and uses that the sine is odd.

```lean
/-- Away from the central site the amplitude is `sin (n kF) / (π n)`. -/
theorem amplitude_eq (kF : ℝ) {n : ℤ} (hn : n ≠ 0) :
    amplitude kF n = Real.sin ((n : ℝ) * kF) / (π * n) := by
  have hn' : (n : ℝ) ≠ 0 := Int.cast_ne_zero.2 hn
  unfold amplitude
  rw [intervalIntegral.integral_comp_mul_left (f := Real.cos) hn', integral_cos,
    smul_eq_mul, mul_neg, Real.sin_neg,
    show Real.sin ((n : ℝ) * kF) - -Real.sin ((n : ℝ) * kF)
      = 2 * Real.sin ((n : ℝ) * kF) by ring]
  field_simp
```

## What each site adds to the spread

The position operator is taken to be diagonal in the site orbitals, with the value $n$ on site $n$, so the width of the site orbitals themselves is left out. The quadratic spread about site $0$ is then the sum of $n^2w_n^2$. The factor $n^2$ cancels the denominator of $w_n^2$:

$$n^2w_n^2=\frac{\sin^2(nk_F)}{\pi^2}.$$

This also holds at $n=0$, where both sides vanish; the Lean proof treats that site separately. For $0<k_F<\pi$ the contributions oscillate with $n$ and do not decay; at $k_F=0$ and $k_F=\pi$ they all vanish.

```lean
/-- The contribution of site `n` to the quadratic spread about site `0`, computed with the
unnormalised amplitudes, is `sin² (n kF) / π²`. -/
theorem site_spread_eq (kF : ℝ) (n : ℤ) :
    (n : ℝ) ^ 2 * amplitude kF n ^ 2 = Real.sin ((n : ℝ) * kF) ^ 2 / π ^ 2 := by
  by_cases hn : n = 0
  · subst hn
    simp
  · have hn' : (n : ℝ) ≠ 0 := Int.cast_ne_zero.2 hn
    rw [amplitude_eq kF hn]
    field_simp
```

Since $\sin^2(nk_F)\le1<\pi^2$, each contribution is at most $1$. This crude bound is enough for the convergence proofs below.

```lean
/-- With the unnormalised amplitudes, no single site contributes more than `1` to the quadratic
spread about site `0`. -/
theorem site_spread_le_one (kF : ℝ) (n : ℤ) :
    (n : ℝ) ^ 2 * amplitude kF n ^ 2 ≤ 1 := by
  rw [site_spread_eq, div_le_one (by positivity)]
  nlinarith [Real.sin_sq_le_one ((n : ℝ) * kF), Real.pi_gt_three]
```

No positive lower bound holds for every single site: at half filling every even site contributes zero. For $0<k_F<\pi$ two neighbours together do have one. Write $a=nk_F$ and $b=(n+1)k_F$, so that $k_F=b-a$ and

$$\sin k_F=\sin b\cos a-\cos b\sin a .$$

With $(X-Y)^2\le2X^2+2Y^2$ and $\cos^2\le1$,

$$\sin^2k_F\le2\sin^2b\cos^2a+2\cos^2b\sin^2a\le2(\sin^2a+\sin^2b).$$

Dividing by $2\pi^2$ gives

$$n^2w_n^2+(n+1)^2w_{n+1}^2\ge\frac{\sin^2k_F}{2\pi^2}.$$

In Lean, `h` is the subtraction formula and `key` is the inequality for $\sin^2k_F$. The three terms handed to `nlinarith` are $(X+Y)^2\ge0$ and the two products that express $\cos^2\le1$.

```lean
/-- Two neighbouring sites, however far out, together contribute at least `sin² kF / (2 π²)` to the
quadratic spread about site `0`, computed with the unnormalised amplitudes. -/
theorem neighbour_spread_ge (kF : ℝ) (n : ℤ) :
    Real.sin kF ^ 2 / (2 * π ^ 2) ≤
      (n : ℝ) ^ 2 * amplitude kF n ^ 2
        + ((n + 1 : ℤ) : ℝ) ^ 2 * amplitude kF (n + 1) ^ 2 := by
  have key : Real.sin kF ^ 2 ≤
      2 * (Real.sin ((n : ℝ) * kF) ^ 2 + Real.sin (((n + 1 : ℤ) : ℝ) * kF) ^ 2) := by
    -- kF is the difference of the two neighbouring phases
    have h : Real.sin kF =
        Real.sin (((n + 1 : ℤ) : ℝ) * kF) * Real.cos ((n : ℝ) * kF)
          - Real.cos (((n + 1 : ℤ) : ℝ) * kF) * Real.sin ((n : ℝ) * kF) := by
      rw [← Real.sin_sub]
      congr 1
      push_cast
      ring
    rw [h]
    nlinarith [sq_nonneg (Real.sin (((n + 1 : ℤ) : ℝ) * kF) * Real.cos ((n : ℝ) * kF)
        + Real.cos (((n + 1 : ℤ) : ℝ) * kF) * Real.sin ((n : ℝ) * kF)),
      mul_nonneg (sq_nonneg (Real.sin (((n + 1 : ℤ) : ℝ) * kF)))
        (sub_nonneg.2 (Real.cos_sq_le_one ((n : ℝ) * kF))),
      mul_nonneg (sq_nonneg (Real.sin ((n : ℝ) * kF)))
        (sub_nonneg.2 (Real.cos_sq_le_one (((n + 1 : ℤ) : ℝ) * kF)))]
  rw [site_spread_eq, site_spread_eq, ← add_div,
    div_le_div_iff₀ (by positivity) (by positivity)]
  nlinarith [mul_le_mul_of_nonneg_right key (sq_nonneg π)]
```

## A finite norm

For $n\ne0$ the bound $n^2w_n^2\le1$ gives $w_n^2\le1/n^2$, and the sum of $1/n^2$ converges. Site $0$ adds one finite term, which `hbound` carries separately.

The Lean predicate `Summable` over `ℤ` says that the sum over all sites converges regardless of order. For non-negative terms, as here, this is ordinary convergence of the sum, and its failure means that the partial sums grow without bound.

```lean
/-- The squared amplitudes have a finite sum over all sites. -/
theorem summable_amplitude_sq (kF : ℝ) :
    Summable (fun n : ℤ => amplitude kF n ^ 2) := by
  have hbound : ∀ n : ℤ, amplitude kF n ^ 2 ≤
      (if n = 0 then amplitude kF 0 ^ 2 else 0) + 1 / (n : ℝ) ^ 2 := by
    intro n
    by_cases hn : n = 0
    · subst hn
      simp
    · have hn' : (n : ℝ) ≠ 0 := Int.cast_ne_zero.2 hn
      have hn2 : 0 < (n : ℝ) ^ 2 :=
        lt_of_le_of_ne (sq_nonneg _) (Ne.symm (pow_ne_zero 2 hn'))
      rw [if_neg hn, zero_add, le_div_iff₀ hn2]
      linarith [site_spread_le_one kF n]
  exact Summable.of_nonneg_of_le (fun n => sq_nonneg _) hbound
    ((hasSum_ite_eq (0 : ℤ) (amplitude kF 0 ^ 2)).summable.add
      (Real.summable_one_div_int_pow.2 (by norm_num)))
```

## Only the full band gives a finite spread

Now let $0<k_F\le\pi$ and let $c$ be any real centre. The claim is that $\sum_n(n-c)^2w_n^2$ converges exactly when $k_F=\pi$. Allowing every $c$ means that no choice of orbital centre can repair the divergence.

Suppose that the sum converges and that $k_F<\pi$. Then $\sin k_F>0$. The identity

$$2(n-c)^2+2c^2-n^2=(n-2c)^2\ge0$$

gives $n^2w_n^2\le2(n-c)^2w_n^2+2c^2w_n^2$. Both terms on the right are summable, the second because the norm is finite, so $\sum_nn^2w_n^2$ converges too. The same series shifted by one site also converges, and so does the sum of the two. But each term of that sum is at least the positive constant $\sin^2k_F/(2\pi^2)$, and a positive constant cannot be summed over infinitely many sites.

Conversely, if $k_F=\pi$, then $\sin(n\pi)=0$ removes every amplitude with $n\neq0$. Only site $0$ remains, with $w_0=1$, and the spread about $c$ is $c^2$.

In the code, `hle` moves the centre to site $0$, `h2` and `h3` are the series and its shifted copy, and `h4` is the impossible summable constant. The second half rewrites the full-band series as a single term at $n=0$.

```lean
/-- For a band filled up to `0 < kF ≤ π`, the quadratic spread of the projected orbital
about any centre `c` is finite exactly when the band is full, `kF = π`. -/
theorem spread_finite_iff_full_band {kF : ℝ} (h0 : 0 < kF) (h1 : kF ≤ π) (c : ℝ) :
    Summable (fun n : ℤ => ((n : ℝ) - c) ^ 2 * amplitude kF n ^ 2) ↔ kF = π := by
  constructor
  · intro hs
    by_contra hne
    have hsin : 0 < Real.sin kF := Real.sin_pos_of_pos_of_lt_pi h0 (lt_of_le_of_ne h1 hne)
    -- move the centre to site 0
    have hle : ∀ n : ℤ, (n : ℝ) ^ 2 * amplitude kF n ^ 2 ≤
        2 * (((n : ℝ) - c) ^ 2 * amplitude kF n ^ 2)
          + 2 * c ^ 2 * amplitude kF n ^ 2 := by
      intro n
      nlinarith [mul_nonneg (sq_nonneg ((n : ℝ) - 2 * c)) (sq_nonneg (amplitude kF n))]
    have h2 : Summable (fun n : ℤ => (n : ℝ) ^ 2 * amplitude kF n ^ 2) :=
      Summable.of_nonneg_of_le (fun n => by positivity) hle
        ((hs.mul_left 2).add ((summable_amplitude_sq kF).mul_left (2 * c ^ 2)))
    have h3 : Summable
        (fun n : ℤ => ((n + 1 : ℤ) : ℝ) ^ 2 * amplitude kF (n + 1) ^ 2) :=
      h2.comp_injective (add_left_injective (1 : ℤ))
    -- a positive constant would be summable over the chain
    have h4 : Summable (fun _ : ℤ => Real.sin kF ^ 2 / (2 * π ^ 2)) :=
      Summable.of_nonneg_of_le (fun _ => by positivity) (neighbour_spread_ge kF)
        (h2.add h3)
    have h5 : Real.sin kF ^ 2 / (2 * π ^ 2) = 0 := (summable_const_iff _).1 h4
    have h6 : 0 < Real.sin kF ^ 2 / (2 * π ^ 2) := by positivity
    exact h6.ne' h5
  · intro h
    subst h
    -- the projected orbital has non-zero amplitude only on site 0
    have hf : (fun n : ℤ => ((n : ℝ) - c) ^ 2 * amplitude π n ^ 2) =
        fun n : ℤ => if n = 0 then c ^ 2 * amplitude π 0 ^ 2 else 0 := by
      funext n
      by_cases hn : n = 0
      · subst hn
        simp
      · rw [if_neg hn, amplitude_eq π hn, Real.sin_int_mul_pi]
        simp
    rw [hf]
    exact (hasSum_ite_eq (0 : ℤ) (c ^ 2 * amplitude π 0 ^ 2)).summable
```

The two ends of the filling range behave differently from everything between them. At $k_F=0$ the band is empty, all amplitudes vanish and the spread sum is zero although $k_F\ne\pi$, so the equivalence fails if `0 < kF` is relaxed to $0\le k_F$. Close to the full band the lower bound $\sin^2k_F/(2\pi^2)$ becomes small, yet the spread remains infinite until $k_F$ reaches $\pi$.

## The half-filled chain

Half filling is $k_F=\pi/2$, which lies strictly between $0$ and $\pi$. The norm is finite and the spread is infinite about every centre. The formula for the contributions also shows how fast the sum grows: each odd site adds $1/\pi^2$, or $2/\pi^2$ after normalisation, so the spread of the orbital truncated at a large distance $N$ rises in proportion to $N$.

The Lean statement says `¬ Summable` instead of giving the spread a value. This matters, because Lean assigns the value $0$ to the infinite sum of a non-summable real series. A definition of the spread through that sum would report this delocalised orbital as perfectly localised.

```lean
/-- In the half-filled chain the projected orbital has a finite norm, but its quadratic
spread is infinite about every centre `c`. -/
theorem half_filled_infinite_spread :
    Summable (fun n : ℤ => amplitude (π / 2) n ^ 2) ∧
      ∀ c : ℝ, ¬ Summable (fun n : ℤ => ((n : ℝ) - c) ^ 2 * amplitude (π / 2) n ^ 2) := by
  refine ⟨summable_amplitude_sq _, fun c h => ?_⟩
  have hpi := Real.pi_pos
  have := (spread_finite_iff_full_band (by linarith) (by linarith) c).1 h
  linarith
```

The result concerns this particular orbital. Other orbitals in the same occupied space can have finite spread, for instance one whose amplitude in $k$ is a smooth function that vanishes at $\pm k_F$. The projected orbital has constant amplitude in $k$ up to the Fermi points and a jump there, which produces the slow $1/n$ tail.

## Which moments survive at half filling

The tail can be measured more finely by replacing the square of the distance with a real power $s$. Over the sites $j=1,2,3,\dots$ to the right of site $0$, the sum of $j^sw_j^2$ converges exactly when $s<1$. Lean counts from zero, so its index `n` stands for the site $j=n+1$. The left side behaves in the same way because $w_{-j}=w_j$.

For $s\ge1$, keep only the odd sites $j=2m+1$ with $m=0,1,2,\dots$, where $\sin^2(j\pi/2)=1$ and $w_j^2=1/(\pi^2j^2)$. Since $j\ge1$ implies $j^s\ge j$, and since $j\le2(m+1)$,

$$j^sw_j^2\ge\frac{1}{\pi^2j}\ge\frac{1}{2\pi^2(m+1)} .$$

The right-hand side is a multiple of the harmonic series, which diverges. For $s<1$, the bound $j^2w_j^2\le1$ gives $j^sw_j^2\le j^{s-2}$, and the exponent $s-2$ is below $-1$, so the series converges.

The borderline is thus the mean distance itself: at $s=1$ the sum already diverges, and the quadratic spread, $s=2$, lies well beyond it.

In the first half of the proof, `h'` selects the odd sites and `key` is the comparison with the harmonic series. There `x` stands for $j$ and `W` for $w_j^2$, while `hpow` is $j\le j^s$. The second half compares with the power series `hp`.

```lean
/-- In the half-filled chain the moment of real order `s` of the squared amplitudes,
summed over the sites to the right of the centre, is finite exactly when `s < 1`. -/
theorem half_filled_moment_iff (s : ℝ) :
    Summable (fun n : ℕ => ((n : ℝ) + 1) ^ s * amplitude (π / 2) ((n : ℤ) + 1) ^ 2)
      ↔ s < 1 := by
  constructor
  · intro h
    by_contra hs
    have hs1 : 1 ≤ s := not_lt.1 hs
    -- keep the odd sites only and compare with the harmonic series
    have h' : Summable (fun m : ℕ => (((2 * m : ℕ) : ℝ) + 1) ^ s
        * amplitude (π / 2) (((2 * m : ℕ) : ℤ) + 1) ^ 2) :=
      h.comp_injective (i := fun m : ℕ => 2 * m) (fun a b hab => by
        have hab' : 2 * a = 2 * b := hab
        omega)
    have key : ∀ m : ℕ, 1 / ((m : ℝ) + 1) ≤ 2 * π ^ 2 * ((((2 * m : ℕ) : ℝ) + 1) ^ s
        * amplitude (π / 2) (((2 * m : ℕ) : ℤ) + 1) ^ 2) := by
      intro m
      have hw := site_spread_eq (π / 2) (((2 * m : ℕ) : ℤ) + 1)
      have hcast : ((((2 * m : ℕ) : ℤ) + 1 : ℤ) : ℝ) = ((2 * m : ℕ) : ℝ) + 1 := by simp
      have hsin : Real.sin ((((2 * m : ℕ) : ℝ) + 1) * (π / 2)) ^ 2 = 1 := by
        rw [show (((2 * m : ℕ) : ℝ) + 1) * (π / 2) = (m : ℝ) * π + π / 2 by
          push_cast; ring, Real.sin_add_pi_div_two, Real.cos_sq', Real.sin_nat_mul_pi]
        norm_num
      rw [hcast, hsin, eq_div_iff (by positivity)] at hw
      have hx1 : 1 ≤ ((2 * m : ℕ) : ℝ) + 1 := le_add_of_nonneg_left (Nat.cast_nonneg _)
      have hx2 : ((2 * m : ℕ) : ℝ) + 1 ≤ 2 * ((m : ℝ) + 1) := by
        push_cast
        linarith
      have hW := sq_nonneg (amplitude (π / 2) (((2 * m : ℕ) : ℤ) + 1))
      generalize amplitude (π / 2) (((2 * m : ℕ) : ℤ) + 1) ^ 2 = W at hw hW ⊢
      generalize ((2 * m : ℕ) : ℝ) + 1 = x at hw hx1 hx2 ⊢
      have hpow : x ≤ x ^ s := by
        simpa only [Real.rpow_one] using Real.rpow_le_rpow_of_exponent_le hx1 hs1
      have hxx : x * x ≤ x ^ s * (2 * ((m : ℝ) + 1)) :=
        mul_le_mul hpow hx2 (by linarith) (by linarith)
      have hfin := mul_le_mul_of_nonneg_right hxx (mul_nonneg hW (sq_nonneg π))
      rw [div_le_iff₀ (by positivity)]
      linarith
    have hh : Summable (fun m : ℕ => 1 / ((m : ℝ) + 1)) :=
      Summable.of_nonneg_of_le (fun m => by positivity) key (h'.mul_left (2 * π ^ 2))
    exact Real.not_summable_one_div_natCast ((summable_nat_add_iff 1).1
      (by simpa only [Nat.cast_add, Nat.cast_one] using hh))
  · intro hs
    have hp : Summable (fun n : ℕ => ((n : ℝ) + 1) ^ (s - 2)) := by
      have h := (summable_nat_add_iff 1).2
        (Real.summable_nat_rpow.2 (show s - 2 < -1 by linarith))
      simpa only [Nat.cast_add, Nat.cast_one] using h
    refine Summable.of_nonneg_of_le (fun n => by positivity) (fun n => ?_) hp
    have hb := site_spread_le_one (π / 2) ((n : ℤ) + 1)
    push_cast at hb
    have hx : 0 < (n : ℝ) + 1 := by positivity
    have hxs : 0 ≤ ((n : ℝ) + 1) ^ s := by positivity
    rw [Real.rpow_sub hx, Real.rpow_two, le_div_iff₀ (by positivity)]
    linarith [mul_le_mul_of_nonneg_left hb hxs]

end

end MetallicOrbitalSpread
```

```lean
#print axioms MetallicOrbitalSpread.half_filled_infinite_spread
-- 'MetallicOrbitalSpread.half_filled_infinite_spread' depends on axioms: [propext, Classical.choice, Quot.sound]
#print axioms MetallicOrbitalSpread.half_filled_moment_iff
-- 'MetallicOrbitalSpread.half_filled_moment_iff' depends on axioms: [propext, Classical.choice, Quot.sound]
```
